# In minimal-basis H₂, the covalent and ionic functions span the same space as the doubly occupied bonding and antibonding orbitals

**Q:** You represent a spatial two-electron wavefunction by a matrix, and an atomic orbital by a finite list of real numbers. The 1s orbitals of H₂ are functions in space, and they overlap. What is left of them?

**A:** Everything that this question needs. Two real orbitals span a space of dimension at most two. Choose a finite orthonormal basis that contains this space in its span, and let $a$ and $b$ be the coefficient vectors of the two atomic orbitals. No part of either orbital is lost. The basis is orthonormal, but $a$ and $b$ need not be orthogonal: their overlap is the dot product $s = a\cdot b$.

A two-electron function then has coefficients $M_{ij}$, with $i$ for electron 1 and $j$ for electron 2. The product $a(1)b(2)$ becomes the matrix $ab^T$, with entries $a_i b_j$.

**Q:** And the spin?

**A:** It is left out. The product $ab^T$ alone is in general not symmetric under exchange of the electrons, but the two-electron functions studied below are, so each of them is the spatial factor of a singlet. The triplet combination $ab^T - ba^T$ does not appear.

**Q:** Then show me the physics by hand first.

**A:** Take $a\cdot a = b\cdot b = 1$ and $|s|<1$, and define
$$g = \frac{a+b}{\sqrt{2(1+s)}},\qquad u = \frac{a-b}{\sqrt{2(1-s)}}.$$
Write $C = ab^T + ba^T$ for the covalent function and $I = aa^T + bb^T$ for the ionic one. Multiplying out the double occupations gives
$$2(1+s)\,gg^T = (a+b)(a+b)^T = C + I,$$
$$2(1-s)\,uu^T = (a-b)(a-b)^T = I - C.$$
Half the difference and half the sum of these lines are
$$C = (1+s)\,gg^T - (1-s)\,uu^T,\qquad I = (1+s)\,gg^T + (1-s)\,uu^T.$$
So $C$ and $I$ are combinations of $gg^T$ and $uu^T$. The first two lines, divided by $2(1\pm s)\neq 0$, give the converse. The spans are therefore equal.

**Q:** Equal spans could still be one-dimensional.

**A:** Orthonormality excludes that. We have $g\cdot g = (2+2s)/(2(1+s)) = 1$, likewise $u\cdot u = 1$, and $g\cdot u$ is proportional to $a\cdot a - b\cdot b = 0$. If $c\,gg^T + d\,uu^T = 0$, applying this matrix to $g$ gives $c\,g = 0$, hence $c=0$. Applying it to $u$ gives $d=0$. The dimension is two.

**Q:** Your $C$ and $I$ aren't normalised.

**A:** No. Both have squared norm $2(1+s^2)$, so the normalised functions are $C/\sqrt{2(1+s^2)}$ and $I/\sqrt{2(1+s^2)}$. Their coefficients in the orthonormal pair $gg^T, uu^T$ are $(1+s)/\sqrt{2(1+s^2)}$ and $\mp(1-s)/\sqrt{2(1+s^2)}$, with the upper sign for the covalent function.

**Q:** Now the formal version. Where does the basis enter?

**A:** As a finite index type `n`. An orbital has type `n → ℝ`, and a two-electron function has type `Matrix n n ℝ`.

```lean
import Mathlib

open Matrix

namespace MinimalBasisH2

noncomputable section

variable {n : Type*} [Fintype n]
```

The overlap is written `a ⬝ᵥ b`. The two molecular orbitals are defined directly by the formulas for $g$ and $u$.

```lean
/-- The bonding orbital: the sum of the two atomic orbitals divided by `√(2(1+s))`,
with `s` their overlap. -/
def bonding (a b : n → ℝ) : n → ℝ := (√(2 * (1 + a ⬝ᵥ b)))⁻¹ • (a + b)

/-- The antibonding orbital: the difference of the two atomic orbitals divided by `√(2(1-s))`,
with `s` their overlap. -/
def antibonding (a b : n → ℝ) : n → ℝ := (√(2 * (1 - a ⬝ᵥ b)))⁻¹ • (a - b)
```

**Q:** "Bonding" suggests the lower energy. Who guarantees that?

**A:** Nobody does here, since the model has no Hamiltonian. The names refer to the plus and minus combinations. They fit the usual 1s functions with positive overlap, but the theorems also admit negative $s$. Nor is it assumed that a symmetry of the molecule exchanges $a$ and $b$; in H₂ that symmetry is what makes $g$ and $u$ the molecular orbitals of the minimal basis.

The remaining definitions are the matrices. `vecMulVec a b` is $ab^T$, so `closedShell p` puts both electrons in $p$, and `covalent` and `ionic` are $C$ and $I$ as above, without normalisation.

```lean
omit [Fintype n] in
/-- The spatial two-electron function with both electrons in the orbital `p`. -/
def closedShell (p : n → ℝ) : Matrix n n ℝ := vecMulVec p p

/-- The unnormalised covalent function: one electron on each atom, symmetrised. -/
def covalent (a b : n → ℝ) : Matrix n n ℝ := vecMulVec a b + vecMulVec b a

/-- The unnormalised ionic function: both electrons on one atom, summed over the two atoms. -/
def ionic (a b : n → ℝ) : Matrix n n ℝ := vecMulVec a a + vecMulVec b b
```

**Q:** Which hypotheses do the theorems carry?

**A:** There are two kinds. The conditions `a ⬝ᵥ a = 1` and `b ⬝ᵥ b = 1` say that the atomic orbitals are normalised. The condition `|a ⬝ᵥ b| < 1` then says that they are linearly independent: for unit vectors, $|s| = 1$ means $b = \pm a$, the limit in which the two centres carry the same function. Together these conditions require at least two basis functions, and two suffice.

**Q:** Take me through the proofs, then. What happens to the square roots?

**A:** They appear squared in $gg^T$ and $uu^T$, and one small lemma removes them: for $x>0$, $x\,(1/\sqrt{x})^2 = 1$.

```lean
/-- The squared normalisation factor `1/√x` cancels a positive `x`. -/
lemma norm_factor (x : ℝ) (hx : 0 < x) : x * ((√x)⁻¹ * (√x)⁻¹) = 1 := by
  rw [← mul_inv, Real.mul_self_sqrt hx.le, mul_inv_cancel₀ hx.ne']
```

The next two theorems are the two multiplied-out lines. `ext i j` reduces each matrix equation to its entries. There `linear_combination` multiplies the lemma by $(a_i \pm b_i)(a_j \pm b_j)$ and leaves only algebra. Each theorem needs just one side of the bound on $s$, the side that keeps its own square root positive.

```lean
/-- The doubly occupied bonding orbital, scaled by `2(1+s)`, is the sum of the covalent
and ionic functions. -/
theorem closedShell_bonding (a b : n → ℝ) (hs : -1 < a ⬝ᵥ b) :
    (2 * (1 + a ⬝ᵥ b)) • closedShell (bonding a b) = covalent a b + ionic a b := by
  have h := norm_factor (2 * (1 + a ⬝ᵥ b)) (by linarith)
  ext i j
  simp only [closedShell, bonding, covalent, ionic, vecMulVec_apply, Matrix.smul_apply,
    Matrix.add_apply, Pi.smul_apply, Pi.add_apply, smul_eq_mul]
  linear_combination ((a i + b i) * (a j + b j)) * h

/-- The doubly occupied antibonding orbital, scaled by `2(1-s)`, is the ionic function minus
the covalent one. -/
theorem closedShell_antibonding (a b : n → ℝ) (hs : a ⬝ᵥ b < 1) :
    (2 * (1 - a ⬝ᵥ b)) • closedShell (antibonding a b) = ionic a b - covalent a b := by
  have h := norm_factor (2 * (1 - a ⬝ᵥ b)) (by linarith)
  ext i j
  simp only [closedShell, antibonding, covalent, ionic, vecMulVec_apply, Matrix.smul_apply,
    Matrix.add_apply, Matrix.sub_apply, Pi.smul_apply, Pi.sub_apply, smul_eq_mul]
  linear_combination ((a i - b i) * (a j - b j)) * h
```

**Q:** And the two expansions are half the difference and half the sum?

**A:** Exactly. The last line of each proof contains the coefficients, with their signs reversed because the two earlier equations have $C$ and $I$ on the right and the goal has them on the left: $-\tfrac12$ and $+\tfrac12$ for the covalent function, $-\tfrac12$ twice for the ionic one. `module` checks the remaining linear algebra between matrices.

```lean
/-- The covalent function is `(1+s)` times the doubly occupied bonding orbital minus `(1-s)`
times the doubly occupied antibonding orbital. -/
theorem covalent_eq (a b : n → ℝ) (hs : |a ⬝ᵥ b| < 1) :
    covalent a b = (1 + a ⬝ᵥ b) • closedShell (bonding a b)
      - (1 - a ⬝ᵥ b) • closedShell (antibonding a b) := by
  have h1 := closedShell_bonding a b (abs_lt.1 hs).1
  have h2 := closedShell_antibonding a b (abs_lt.1 hs).2
  linear_combination (norm := module) (-(1 / 2 : ℝ)) • h1 + (1 / 2 : ℝ) • h2

/-- The ionic function is `(1+s)` times the doubly occupied bonding orbital plus `(1-s)`
times the doubly occupied antibonding orbital. -/
theorem ionic_eq (a b : n → ℝ) (hs : |a ⬝ᵥ b| < 1) :
    ionic a b = (1 + a ⬝ᵥ b) • closedShell (bonding a b)
      + (1 - a ⬝ᵥ b) • closedShell (antibonding a b) := by
  have h1 := closedShell_bonding a b (abs_lt.1 hs).1
  have h2 := closedShell_antibonding a b (abs_lt.1 hs).2
  linear_combination (norm := module) (-(1 / 2 : ℝ)) • h1 + (-(1 / 2 : ℝ)) • h2
```

**Q:** I see no normalisation of $a$ and $b$ in these two.

**A:** The identities do not need it. Without unit norms, however, $g$ and $u$ are in general not normalised, and their reading as molecular orbitals is lost. The next theorem uses the unit norms and proves that $g$ and $u$ are orthonormal. It expands the dot products, inserts `ha` and `hb`, and again uses the square-root lemma for the two norms.

```lean
/-- For normalised atomic orbitals the bonding and antibonding orbitals are orthonormal. -/
theorem orbitals_orthonormal (a b : n → ℝ) (ha : a ⬝ᵥ a = 1) (hb : b ⬝ᵥ b = 1)
    (hs : |a ⬝ᵥ b| < 1) :
    bonding a b ⬝ᵥ bonding a b = 1 ∧ antibonding a b ⬝ᵥ antibonding a b = 1 ∧
      bonding a b ⬝ᵥ antibonding a b = 0 := by
  obtain ⟨hl, hr⟩ := abs_lt.1 hs
  have h1 := norm_factor (2 * (1 + a ⬝ᵥ b)) (by linarith)
  have h2 := norm_factor (2 * (1 - a ⬝ᵥ b)) (by linarith)
  simp only [bonding, antibonding, smul_dotProduct, dotProduct_smul, add_dotProduct,
    dotProduct_add, sub_dotProduct, dotProduct_sub, smul_eq_mul, ha, hb, dotProduct_comm b a]
  refine ⟨?_, ?_, ?_⟩
  · linear_combination h1
  · linear_combination h2
  · ring
```

Independence is proved for any orthonormal pair $p, q$. The step `key` applies the vanishing combination $c\,pp^T + d\,qq^T$ to an arbitrary vector $x$, which gives $c\,p_i\,(p\cdot x) + d\,q_i\,(q\cdot x) = 0$ for every $i$. With $x=p$, a nonzero $c$ would force $p=0$, against $p\cdot p=1$. The choice $x=q$ does the same for $d$.

```lean
/-- Double occupations of two orthonormal orbitals are linearly independent. -/
theorem closedShell_independent (p q : n → ℝ) (hp : p ⬝ᵥ p = 1) (hq : q ⬝ᵥ q = 1)
    (hpq : p ⬝ᵥ q = 0) : LinearIndependent ℝ ![closedShell p, closedShell q] := by
  refine LinearIndependent.pair_iff.2 fun c d h => ?_
  -- contract the second electron with an arbitrary orbital x
  have key : ∀ (x : n → ℝ) (i : n), c * p i * (p ⬝ᵥ x) + d * q i * (q ⬝ᵥ x) = 0 := by
    intro x i
    simp only [dotProduct, Finset.mul_sum, ← Finset.sum_add_distrib]
    refine Finset.sum_eq_zero fun j _ => ?_
    have hij := congrArg (fun M : Matrix n n ℝ => M i j) h
    simp only [closedShell, Matrix.add_apply, Matrix.smul_apply, vecMulVec_apply,
      smul_eq_mul, Matrix.zero_apply] at hij
    linear_combination x j * hij
  constructor
  · by_contra hc
    have h0 : p = 0 := funext fun i => by
      have hi := key p i
      rw [hp, dotProduct_comm q p, hpq] at hi
      simpa [hc] using hi
    rw [h0] at hp
    simp at hp
  · by_contra hd
    have h0 : q = 0 := funext fun i => by
      have hi := key q i
      rw [hq, hpq] at hi
      simpa [hd] using hi
    rw [h0] at hq
    simp at hq
```

**Q:** So now the claim about the spaces. How does it read in words?

**A:** For normalised $a$ and $b$ with $|s|<1$, the set of all real combinations of $C$ and $I$ equals the set of all real combinations of $gg^T$ and $uu^T$, and its dimension, `Module.finrank`, is 2.

The proof shows the two inclusions by giving coefficients. One direction takes them from the expansions, the other from the multiplied-out lines divided by $2(1\pm s)$. The dimension is then counted in the molecular-orbital pair, whose independence is already known.

```lean
/-- The covalent and ionic functions span the same space as the doubly occupied bonding and
antibonding orbitals, and this space has dimension two. -/
theorem valenceBond_span_eq_molecularOrbital_span (a b : n → ℝ) (ha : a ⬝ᵥ a = 1)
    (hb : b ⬝ᵥ b = 1) (hs : |a ⬝ᵥ b| < 1) :
    Submodule.span ℝ {covalent a b, ionic a b} =
        Submodule.span ℝ {closedShell (bonding a b), closedShell (antibonding a b)} ∧
      Module.finrank ℝ (Submodule.span ℝ {covalent a b, ionic a b}) = 2 := by
  obtain ⟨hl, hr⟩ := abs_lt.1 hs
  have hspan : Submodule.span ℝ {covalent a b, ionic a b} =
      Submodule.span ℝ {closedShell (bonding a b), closedShell (antibonding a b)} := by
    apply le_antisymm <;>
      rw [Submodule.span_le, Set.insert_subset_iff, Set.singleton_subset_iff] <;>
      simp only [SetLike.mem_coe, Submodule.mem_span_pair]
    · have hc := covalent_eq a b hs
      have hi := ionic_eq a b hs
      exact ⟨⟨1 + a ⬝ᵥ b, -(1 - a ⬝ᵥ b), by
          linear_combination (norm := module) (-1 : ℝ) • hc⟩,
        ⟨1 + a ⬝ᵥ b, 1 - a ⬝ᵥ b, by
          linear_combination (norm := module) (-1 : ℝ) • hi⟩⟩
    · have n1 : 2 * (1 + a ⬝ᵥ b) ≠ 0 := by linarith [hl] |> fun h => ne_of_gt h
      have n2 : 2 * (1 - a ⬝ᵥ b) ≠ 0 := by linarith [hr] |> fun h => ne_of_gt h
      refine ⟨⟨(2 * (1 + a ⬝ᵥ b))⁻¹, (2 * (1 + a ⬝ᵥ b))⁻¹, ?_⟩,
        ⟨-(2 * (1 - a ⬝ᵥ b))⁻¹, (2 * (1 - a ⬝ᵥ b))⁻¹, ?_⟩⟩
      · rw [← smul_add, ← closedShell_bonding a b hl, smul_smul, inv_mul_cancel₀ n1, one_smul]
      · rw [neg_smul, neg_add_eq_sub, ← smul_sub, ← closedShell_antibonding a b hr, smul_smul,
          inv_mul_cancel₀ n2, one_smul]
  refine ⟨hspan, ?_⟩
  -- the dimension is counted in the molecular-orbital pair
  obtain ⟨hg, hu, hgu⟩ := orbitals_orthonormal a b ha hb hs
  have h := finrank_span_eq_card (closedShell_independent _ _ hg hu hgu)
  rw [Matrix.range_cons_cons_empty] at h
  rw [hspan, h, Fintype.card_fin]
```

**Q:** What does that buy me in electronic structure?

**A:** In this two-orbital model, mixing the two closed-shell configurations and mixing the covalent function $C$ with the ionic function $I$ are the same variational problem in different coordinates. Within this two-dimensional space, the valence-bond and molecular-orbital descriptions differ only when one of them is cut down to a single function.

**Q:** Restricted Hartree-Fock is such a cut: it keeps only $gg^T$.

**A:** And the next theorem says what the cut imposes on the covalent and ionic coefficients. Inserting the expansions gives
$$c\,C + d\,I = (1+s)(c+d)\,gg^T + (1-s)(d-c)\,uu^T.$$
This is a multiple of $gg^T$ exactly when $c=d$. Since $C$ and $I$ have equal norms, the normalised functions also enter with equal coefficients. The doubly occupied bonding orbital is thus tied to equal covalent and ionic amplitudes at every overlap allowed here, including the small overlaps of stretched H₂, where separated neutral atoms call for the covalent function alone.

In Lean the multiple is an existential, `∃ k : ℝ`, and $k=0$ is allowed, which covers $c=d=0$. The forward direction moves everything to one side and uses independence to make the coefficient of $uu^T$ vanish; since $1-s\neq 0$, this leaves $c=d$. The reverse direction supplies $k = 2c(1+s)$.

```lean
/-- A mixture of covalent and ionic functions is a multiple of the doubly occupied bonding
orbital exactly when the two coefficients are equal. -/
theorem mixture_is_bonding_iff (a b : n → ℝ) (ha : a ⬝ᵥ a = 1) (hb : b ⬝ᵥ b = 1)
    (hs : |a ⬝ᵥ b| < 1) (c d : ℝ) :
    (∃ k : ℝ, c • covalent a b + d • ionic a b = k • closedShell (bonding a b)) ↔ c = d := by
  obtain ⟨hl, hr⟩ := abs_lt.1 hs
  constructor
  · rintro ⟨k, hk⟩
    have hc := covalent_eq a b hs
    have hi := ionic_eq a b hs
    have h0 : ((1 + a ⬝ᵥ b) * (c + d) - k) • closedShell (bonding a b)
        + ((1 - a ⬝ᵥ b) * (d - c)) • closedShell (antibonding a b) = 0 := by
      linear_combination (norm := module) hk - c • hc - d • hi
    obtain ⟨hg, hu, hgu⟩ := orbitals_orthonormal a b ha hb hs
    -- the antibonding component has to vanish
    have h1 := (LinearIndependent.pair_iff.1 (closedShell_independent _ _ hg hu hgu) _ _ h0).2
    rcases mul_eq_zero.1 h1 with h | h <;> linarith
  · rintro rfl
    exact ⟨c * (2 * (1 + a ⬝ᵥ b)), by
      rw [← smul_add, ← closedShell_bonding a b hl, smul_smul]⟩
```

**Q:** One singlet is still missing, with one electron in $g$ and one in $u$.

**A:** It is the difference of the two ionic structures. By hand, the cross terms cancel:
$$gu^T + ug^T = \frac{(a+b)(a-b)^T + (a-b)(a+b)^T}{2\sqrt{1-s^2}} = \frac{aa^T - bb^T}{\sqrt{1-s^2}}.$$
For normalised atomic orbitals the left side has norm $\sqrt2$, so the normalised open-shell function is $(aa^T - bb^T)/\sqrt{2(1-s^2)}$. It has no covalent part.

The Lean theorem multiplies through by $\sqrt{1-s^2}$. In its proof, `hw` combines the two normalisation roots into $2\sqrt{1-s^2}$, `h` turns this into a cancellation, and the last line compares entries.

```lean
/-- The symmetric product of the bonding and antibonding orbitals, scaled by `√(1-s²)`, is the
difference of the two ionic structures. -/
theorem openShell_eq (a b : n → ℝ) (hs : |a ⬝ᵥ b| < 1) :
    √(1 - (a ⬝ᵥ b) ^ 2) • (vecMulVec (bonding a b) (antibonding a b)
      + vecMulVec (antibonding a b) (bonding a b)) = closedShell a - closedShell b := by
  obtain ⟨hl, hr⟩ := abs_lt.1 hs
  have p1 : 0 < 2 * (1 + a ⬝ᵥ b) := by linarith
  have p2 : 0 < 2 * (1 - a ⬝ᵥ b) := by linarith
  have hw : √(2 * (1 + a ⬝ᵥ b)) * √(2 * (1 - a ⬝ᵥ b)) = 2 * √(1 - (a ⬝ᵥ b) ^ 2) := by
    rw [← Real.sqrt_mul p1.le, show 2 * (1 + a ⬝ᵥ b) * (2 * (1 - a ⬝ᵥ b))
      = 2 ^ 2 * (1 - (a ⬝ᵥ b) ^ 2) by ring, Real.sqrt_mul (by norm_num),
      Real.sqrt_sq (by norm_num)]
  have h : (√(2 * (1 + a ⬝ᵥ b)))⁻¹ * (√(2 * (1 - a ⬝ᵥ b)))⁻¹
      * (2 * √(1 - (a ⬝ᵥ b) ^ 2)) = 1 := by
    rw [← hw, ← mul_inv]
    exact inv_mul_cancel₀ (mul_pos (Real.sqrt_pos.2 p1) (Real.sqrt_pos.2 p2)).ne'
  ext i j
  simp only [closedShell, bonding, antibonding, vecMulVec_apply, Matrix.smul_apply,
    Matrix.add_apply, Matrix.sub_apply, Pi.smul_apply, Pi.add_apply, Pi.sub_apply, smul_eq_mul]
  linear_combination (a i * a j - b i * b j) * h

end

end MinimalBasisH2
```

```lean
#print axioms MinimalBasisH2.valenceBond_span_eq_molecularOrbital_span
-- 'MinimalBasisH2.valenceBond_span_eq_molecularOrbital_span' depends on axioms: [propext, Classical.choice, Quot.sound]
#print axioms MinimalBasisH2.mixture_is_bonding_iff
-- 'MinimalBasisH2.mixture_is_bonding_iff' depends on axioms: [propext, Classical.choice, Quot.sound]
#print axioms MinimalBasisH2.openShell_eq
-- 'MinimalBasisH2.openShell_eq' depends on axioms: [propext, Classical.choice, Quot.sound]
```

**Q:** Then my remaining objection is that no energy is computed anywhere.

**A:** That is right. The theorems fix which functions are available and how the two languages translate into each other. How much covalent and ionic character the ground state has at a given bond length depends on the Hamiltonian's matrix elements, and those have to be supplied separately.
